# For a purely off-diagonal perturbation, the two-level energy series converges at full coupling exactly when twice the coupling strength does not exceed the unperturbed gap

## Two levels and a formal energy series

Let a reference state at energy 0 and a second state at energy Δ > 0 be coupled by a real matrix element v. A complex number z scales the coupling:

H(z) = [[0, zv], [zv, Δ]].

The unperturbed problem is z = 0, and the physical one is z = 1. The condition Δ > 0 says that the reference is the lower unperturbed level and is not degenerate. The energy that starts at 0 is written as a formal power series with real coefficients,

E(z) = Σₙ eₙ zⁿ, with e₀ = 0,

which is required to solve the secular equation det(H(z) − E) = 0, that is,

E² − ΔE − z²v² = 0.

The claim is that Σₙ eₙ converges if and only if 2|v| ≤ Δ. Its sum is then the lower eigenvalue of H(1), (Δ − √(Δ² + 4v²))/2. If 2|v| > Δ, the coefficients are unbounded.

In this model with only two states, the second state acts as an intruder once it lies too close to the reference for its coupling. The series of multireference perturbation theory can fail in the same way.

## A bound up to the threshold, a branch point inside the unit disc above it

Comparing coefficients of zⁿ gives

Σ_{i+j=n} eᵢeⱼ = Δeₙ + v²δₙ₂.

Since e₀ = 0, the left side contains only orders below n, so the equation fixes eₙ. For example, e₁ = 0 and e₂ = −v²/Δ.

Suppose 2|v| ≤ Δ, and let S_N = Σ_{n<N} |eₙ|. Taking absolute values gives

Δ|eₙ| ≤ Σ_{i+j=n} |eᵢ||eⱼ| + v²δₙ₂.

Now sum over n = 0, …, N. A nonzero product has i, j ≥ 1 and i + j ≤ N, so both indices are below N, and each such product occurs once in S_N². Hence

Δ S_{N+1} ≤ S_N² + v².

Clearly S₀ = 0 ≤ Δ/2. If S_N ≤ Δ/2, the right side is at most Δ²/4 + Δ²/4 = Δ²/2, so S_{N+1} ≤ Δ/2. By induction every partial sum obeys this bound, and the series converges absolutely.

Its sum s satisfies s² = Δs + v² by the Cauchy product, so

(Δ − 2s)² = Δ² + 4v².

Because s ≤ Δ/2, the positive square root applies: Δ − 2s = √(Δ² + 4v²), which is the stated value.

Suppose instead that 2|v| > Δ and that |eₙ| ≤ B for all n. The point

z* = iΔ/(2v)

has modulus Δ/(2|v|) < 1. Choose r with |z*| < r < 1. For |w| < r the terms eₙwⁿ are bounded by Brⁿ, so their sum F(w) is analytic there and satisfies

F(w)² − ΔF(w) = v²w².

At z* the right side is −Δ²/4, so (F(z*) − Δ/2)² = 0 and 2F(z*) = Δ. Differentiating the equation gives

(2F(w) − Δ)F′(w) = 2v²w.

At z* the left side vanishes, while the right side is iΔv ≠ 0. This contradiction shows that the coefficients are unbounded. Their series therefore diverges, since the terms of a convergent series are bounded.

## The Hamiltonian and its series in Lean

```lean
import Mathlib

open Complex Topology

namespace IntruderStateConvergence

noncomputable section
```

The matrix has complex entries because the argument visits an imaginary coupling scale, where H(z) is no longer Hermitian.

```lean
/-- Two-level Hamiltonian with gap `Δ` and coupling `v`, the coupling being scaled by `z`. -/
def hamiltonian (Δ v : ℝ) (z : ℂ) : Matrix (Fin 2) (Fin 2) ℂ :=
  !![0, z * v; z * v, (Δ : ℂ)]
```

`IsEnergySeries Δ v E` states the two requirements on the formal series. Convergence is not assumed, and `PowerSeries.coeff n E` is eₙ.

```lean
/-- A perturbation series for the level that starts at zero energy: a formal power series in the
coupling scale, without constant term, solving `E² - Δ E - z² v² = 0`. -/
def IsEnergySeries (Δ v : ℝ) (E : PowerSeries ℝ) : Prop :=
  PowerSeries.coeff 0 E = 0 ∧
    E ^ 2 - Δ • E - (v ^ 2) • (PowerSeries.X : PowerSeries ℝ) ^ 2 = 0
```

The next definition solves the order equation for the highest coefficient. At order n + 1 the products pair the indices i + 1 and n − i, with i < n.

```lean
/-- Energy corrections computed order by order from those of lower order. -/
def correction (Δ v : ℝ) : ℕ → ℝ
  | 0 => 0
  | n + 1 => ((∑ i : Fin n, correction Δ v (i + 1) * correction Δ v (n - i))
      - if n + 1 = 2 then v ^ 2 else 0) / Δ
decreasing_by
  all_goals (have := i.isLt; omega)
```

The following theorem connects the quadratic equation in `IsEnergySeries` to the Hamiltonian by expanding the 2 × 2 determinant.

```lean
/-- The secular determinant of the two-level Hamiltonian is `E² - Δ E - z² v²`. -/
theorem secular_determinant (Δ v : ℝ) (z E : ℂ) :
    (hamiltonian Δ v z - E • (1 : Matrix (Fin 2) (Fin 2) ℂ)).det
      = E ^ 2 - Δ * E - z ^ 2 * v ^ 2 := by
  simp [hamiltonian, Matrix.det_fin_two]
  ring
```

At z* the determinant becomes a perfect square, so the two levels coincide at Δ/2. For Δ > 0 this is an exceptional point, and −z* is the other one. The hypothesis v ≠ 0 is needed to place them at finite z.

```lean
/-- At the imaginary coupling scale `z = iΔ/(2v)` the secular determinant is a perfect square:
the two levels coincide at `Δ/2`. -/
theorem exceptional_point (Δ v : ℝ) (hv : v ≠ 0) (E : ℂ) :
    (hamiltonian Δ v (I * Δ / (2 * v)) - E • (1 : Matrix (Fin 2) (Fin 2) ℂ)).det
      = (E - Δ / 2) ^ 2 := by
  have hvc : (v : ℂ) ≠ 0 := by exact_mod_cast hv
  have h : I * Δ / (2 * v) * v = I * Δ / 2 := by field_simp
  rw [secular_determinant, ← mul_pow, h]
  linear_combination (-(Δ : ℂ) ^ 2 / 4) * I_sq
```

A series of the required kind exists for every nonzero gap. The proof compares coefficients and removes the two end terms of the Cauchy product, which contain e₀.

```lean
/-- For every nonzero gap the order-by-order corrections form a perturbation series. -/
theorem isEnergySeries_witness (Δ v : ℝ) (hΔ : Δ ≠ 0) :
    IsEnergySeries Δ v (PowerSeries.mk (correction Δ v)) := by
  have h0 : correction Δ v 0 = 0 := by rw [correction]
  refine ⟨by rw [PowerSeries.coeff_mk, h0], ?_⟩
  ext n
  simp only [map_sub, sq (PowerSeries.mk (correction Δ v)), PowerSeries.coeff_mul,
    PowerSeries.coeff_smul, PowerSeries.coeff_X_pow, PowerSeries.coeff_mk, map_zero,
    smul_eq_mul, mul_ite, mul_one, mul_zero]
  cases n with
  | zero => simp [h0]
  | succ n =>
    have hc : Δ * correction Δ v (n + 1)
        = (∑ i ∈ Finset.range n, correction Δ v (i + 1) * correction Δ v (n - i))
          - if n + 1 = 2 then v ^ 2 else 0 := by
      rw [correction, Finset.sum_range, mul_comm]
      exact div_mul_cancel₀ _ hΔ
    rw [Finset.Nat.sum_antidiagonal_eq_sum_range_succ_mk, Finset.sum_range_succ',
      Finset.sum_range_succ]
    simp only [Nat.sub_self, h0, mul_zero, zero_mul, add_zero, Nat.add_sub_add_right]
    linarith
```

## Bounds on the corrections and the value of the sum

`order_equation` extracts the coefficient equation from any energy series.

```lean
/-- The secular equation at order `n` in the coupling scale. -/
theorem order_equation {Δ v : ℝ} {E : PowerSeries ℝ} (hE : IsEnergySeries Δ v E) (n : ℕ) :
    ∑ p ∈ Finset.HasAntidiagonal.antidiagonal n, PowerSeries.coeff p.1 E * PowerSeries.coeff p.2 E
      = Δ * PowerSeries.coeff n E + if n = 2 then v ^ 2 else 0 := by
  have h := congrArg (PowerSeries.coeff n) hE.2
  simp only [map_sub, sq E, PowerSeries.coeff_mul, PowerSeries.coeff_smul,
    PowerSeries.coeff_X_pow, map_zero, smul_eq_mul, mul_ite, mul_one, mul_zero] at h
  linarith
```

The counting argument for S_N² is stated for a general nonnegative sequence. Each antidiagonal sum is rewritten as a sum over an N × N square of index pairs, restricted to i + j = n. After the sums are exchanged, each pair contributes at most once.

```lean
/-- For nonnegative terms with vanishing zeroth term, the Cauchy product up to order `N` is
bounded by the square of the sum of the terms below order `N`. -/
theorem cauchy_product_le (b : ℕ → ℝ) (hb : ∀ n, 0 ≤ b n) (h0 : b 0 = 0) (N : ℕ) :
    ∑ n ∈ Finset.range (N + 1), ∑ p ∈ Finset.HasAntidiagonal.antidiagonal n, b p.1 * b p.2
      ≤ (∑ n ∈ Finset.range N, b n) ^ 2 := by
  have key : ∀ n ∈ Finset.range (N + 1),
      ∑ p ∈ Finset.HasAntidiagonal.antidiagonal n, b p.1 * b p.2
      = ∑ p ∈ Finset.range N ×ˢ Finset.range N,
          if p.1 + p.2 = n then b p.1 * b p.2 else 0 := by
    intro n hn
    rw [← Finset.sum_filter]
    symm
    apply Finset.sum_subset
    · intro p hp
      exact Finset.HasAntidiagonal.mem_antidiagonal.2 (Finset.mem_filter.1 hp).2
    · intro p hp hnot
      rw [Finset.HasAntidiagonal.mem_antidiagonal] at hp
      rw [Finset.mem_range] at hn
      simp only [Finset.mem_filter, Finset.mem_product, Finset.mem_range] at hnot
      have h : p.1 = 0 ∨ p.2 = 0 := by
        by_contra hc
        exact hnot ⟨⟨by omega, by omega⟩, hp⟩
      rcases h with h | h <;> simp [h, h0]
  have hprod : (∑ n ∈ Finset.range N, b n) ^ 2
      = ∑ p ∈ Finset.range N ×ˢ Finset.range N, b p.1 * b p.2 := by
    rw [sq, Finset.sum_mul_sum, Finset.sum_product]
  rw [Finset.sum_congr rfl key, Finset.sum_comm, hprod]
  apply Finset.sum_le_sum
  intro p _
  rw [Finset.sum_ite_eq]
  split_ifs
  · exact le_refl _
  · exact mul_nonneg (hb _) (hb _)
```

The induction then follows the derivation above: `step` is the triangle inequality, `hsum` adds it over the orders, and the closing `nlinarith` combines the estimates.

```lean
/-- If `2|v| ≤ Δ`, the absolute energy corrections up to any order add up to at most `Δ/2`. -/
theorem partial_sum_le {Δ v : ℝ} {E : PowerSeries ℝ} (hΔ : 0 < Δ) (hv : 2 * |v| ≤ Δ)
    (hE : IsEnergySeries Δ v E) (N : ℕ) :
    ∑ n ∈ Finset.range N, |PowerSeries.coeff n E| ≤ Δ / 2 := by
  induction N with
  | zero => rw [Finset.sum_range_zero]; positivity
  | succ N ih =>
    have step : ∀ n, Δ * |PowerSeries.coeff n E|
        ≤ (∑ p ∈ Finset.HasAntidiagonal.antidiagonal n,
            |PowerSeries.coeff p.1 E| * |PowerSeries.coeff p.2 E|)
          + if n = 2 then v ^ 2 else 0 := by
      intro n
      have h := order_equation hE n
      have h1 := Finset.abs_sum_le_sum_abs
        (fun p : ℕ × ℕ => PowerSeries.coeff p.1 E * PowerSeries.coeff p.2 E)
        (Finset.HasAntidiagonal.antidiagonal n)
      simp only [abs_mul] at h1
      have h2 : (0 : ℝ) ≤ if n = 2 then v ^ 2 else 0 := by split_ifs <;> positivity
      have h3 : Δ * |PowerSeries.coeff n E| = |Δ * PowerSeries.coeff n E| := by
        rw [abs_mul, abs_of_pos hΔ]
      rw [h3]
      exact abs_le.2 ⟨by linarith [(abs_le.1 h1).1], by linarith [(abs_le.1 h1).2]⟩
    have hsum := Finset.sum_le_sum (fun n (_ : n ∈ Finset.range (N + 1)) => step n)
    rw [← Finset.mul_sum, Finset.sum_add_distrib, Finset.sum_ite_eq'] at hsum
    have hq := cauchy_product_le (fun n => |PowerSeries.coeff n E|) (fun n => abs_nonneg _)
      (by simp only [hE.1, abs_zero]) N
    have hs : (if 2 ∈ Finset.range (N + 1) then v ^ 2 else 0) ≤ v ^ 2 := by
      split_ifs
      · exact le_refl _
      · positivity
    have hA : 0 ≤ ∑ n ∈ Finset.range N, |PowerSeries.coeff n E| :=
      Finset.sum_nonneg fun n _ => abs_nonneg _
    have hA2 := pow_le_pow_left₀ hA ih 2
    have hv2 : 4 * v ^ 2 ≤ Δ ^ 2 := by nlinarith [abs_nonneg v, sq_abs v]
    refine le_of_mul_le_mul_left ?_ hΔ

    nlinarith
```

The Cauchy product turns the formal equation into a numerical one. It is proved for complex z, since it is needed both at z = 1 and near z*.

```lean
/-- Wherever the series converges absolutely, its sum solves the secular equation. -/
theorem sum_solves {Δ v : ℝ} {E : PowerSeries ℝ} (hE : IsEnergySeries Δ v E) (z : ℂ)
    (hs : Summable fun n => ‖((PowerSeries.coeff n E : ℝ) : ℂ) * z ^ n‖) :
    (∑' n, ((PowerSeries.coeff n E : ℝ) : ℂ) * z ^ n) ^ 2
      = Δ * (∑' n, ((PowerSeries.coeff n E : ℝ) : ℂ) * z ^ n) + v ^ 2 * z ^ 2 := by
  rw [sq, tsum_mul_tsum_eq_tsum_sum_antidiagonal_of_summable_norm hs hs]
  have h1 := (hs.of_norm.hasSum.mul_left (Δ : ℂ)).add
    (hasSum_ite_eq 2 ((v : ℂ) ^ 2 * z ^ 2))
  rw [← h1.tsum_eq]
  refine tsum_congr fun n => ?_
  have h2 : ∑ p ∈ Finset.HasAntidiagonal.antidiagonal n,
        ((PowerSeries.coeff p.1 E : ℝ) : ℂ) * z ^ p.1
        * (((PowerSeries.coeff p.2 E : ℝ) : ℂ) * z ^ p.2)
      = ((∑ p ∈ Finset.HasAntidiagonal.antidiagonal n,
          PowerSeries.coeff p.1 E * PowerSeries.coeff p.2 E : ℝ) : ℂ) * z ^ n := by
    rw [Complex.ofReal_sum, Finset.sum_mul]
    refine Finset.sum_congr rfl fun p hp => ?_
    rw [← Finset.HasAntidiagonal.mem_antidiagonal.1 hp, pow_add, Complex.ofReal_mul]
    ring
  rw [h2, order_equation hE n]
  split_ifs with h
  · subst h
    push_cast
    ring
  · push_cast
    ring
```

At z = 1 the bound `hle` selects the lower root.

```lean
/-- If `2|v| ≤ Δ`, the perturbation series at full coupling converges to
`(Δ - √(Δ² + 4v²))/2`. -/
theorem hasSum_energy {Δ v : ℝ} {E : PowerSeries ℝ} (hΔ : 0 < Δ) (hv : 2 * |v| ≤ Δ)
    (hE : IsEnergySeries Δ v E) :
    HasSum (fun n => PowerSeries.coeff n E) ((Δ - √(Δ ^ 2 + 4 * v ^ 2)) / 2) := by
  have habs : Summable fun n => |PowerSeries.coeff n E| :=
    summable_of_sum_range_le (fun n => abs_nonneg _) (partial_sum_le hΔ hv hE)
  have hs : Summable fun n => PowerSeries.coeff n E := summable_abs_iff.1 habs
  have h := sum_solves hE 1 (by simpa using habs)
  simp only [one_pow, mul_one, ← Complex.ofReal_tsum] at h
  have hR : (∑' n, PowerSeries.coeff n E) ^ 2
      = Δ * (∑' n, PowerSeries.coeff n E) + v ^ 2 := by exact_mod_cast h
  -- the bound on the partial sums selects the lower root
  have hle : ∑' n, PowerSeries.coeff n E ≤ Δ / 2 :=
    le_of_tendsto' hs.hasSum.tendsto_sum_nat fun N =>
      (Finset.sum_le_sum fun n _ => le_abs_self _).trans (partial_sum_le hΔ hv hE N)
  have hsq : Δ ^ 2 + 4 * v ^ 2 = (Δ - 2 * ∑' n, PowerSeries.coeff n E) ^ 2 := by
    linear_combination (-4) * hR
  have hval : (Δ - √(Δ ^ 2 + 4 * v ^ 2)) / 2 = ∑' n, PowerSeries.coeff n E := by
    rw [hsq, Real.sqrt_sq (by linarith)]
    ring
  rw [hval]
  exact hs.hasSum
```

## Differentiability at the exceptional point

The divergence proof turns on `Complex.differentiableOn_tsum_of_summable_norm`. This Mathlib theorem takes differentiable functions on an open set of the complex plane, bounded there by the terms of a summable series, and concludes that their sum is differentiable. No estimate of the differentiated series is required, because locally uniform limits of holomorphic functions are holomorphic. Here the bounds are `B * r ^ n`, supplied by `hbound` and `hgeo`.

The secular equation holds on a whole neighbourhood of z*, so both sides have the same derivative there. `huniq` records that equality, `hzero` gives 2F(z*) − Δ = 0, and the last lines derive the contradiction.

```lean
/-- If `0 < Δ < 2|v|`, the energy corrections are unbounded in absolute value. -/
theorem corrections_unbounded {Δ v : ℝ} {E : PowerSeries ℝ} (hΔ : 0 < Δ) (hv : Δ < 2 * |v|)
    (hE : IsEnergySeries Δ v E) (B : ℝ) : ∃ n, B < |PowerSeries.coeff n E| := by
  by_contra hcon
  have hB : ∀ n, |PowerSeries.coeff n E| ≤ B := fun n => le_of_not_gt fun h => hcon ⟨n, h⟩
  have hv0 : v ≠ 0 := by
    intro h
    rw [h, abs_zero] at hv
    linarith
  have hvc : (v : ℂ) ≠ 0 := by exact_mod_cast hv0
  have hΔc : (Δ : ℂ) ≠ 0 := by exact_mod_cast hΔ.ne'
  -- the exceptional point lies inside the unit disc
  obtain ⟨z, hz⟩ : ∃ z : ℂ, 2 * v * z = I * Δ := ⟨I * Δ / (2 * v), by field_simp⟩
  have hn : 2 * |v| * ‖z‖ = Δ := by
    have := congrArg norm hz
    simpa [abs_of_pos hΔ] using this
  have hz1 : ‖z‖ < 1 := by
    by_contra h
    nlinarith [abs_nonneg v, not_lt.1 h]
  obtain ⟨r, hzr, hr1⟩ := exists_between hz1
  have hr0 : 0 < r := (norm_nonneg z).trans_lt hzr
  have hbound : ∀ (n : ℕ) (w : ℂ), w ∈ Metric.ball (0 : ℂ) r →
      ‖((PowerSeries.coeff n E : ℝ) : ℂ) * w ^ n‖ ≤ B * r ^ n := by
    intro n w hw
    rw [norm_mul, norm_pow, Complex.norm_real, Real.norm_eq_abs]
    exact mul_le_mul (hB n) (pow_le_pow_left₀ (norm_nonneg _) (mem_ball_zero_iff.1 hw).le n)
      (by positivity) ((abs_nonneg _).trans (hB n))
  have hgeo : Summable fun n : ℕ => B * r ^ n :=
    (summable_geometric_of_lt_one hr0.le hr1).mul_left B
  have hball : Metric.ball (0 : ℂ) r ∈ 𝓝 z :=
    Metric.isOpen_ball.mem_nhds (mem_ball_zero_iff.2 hzr)
  have hsol : ∀ w ∈ Metric.ball (0 : ℂ) r, _ := fun w hw => sum_solves hE w
    (Summable.of_nonneg_of_le (fun n => norm_nonneg _) (fun n => hbound n w hw) hgeo)
  have hdiff := Complex.differentiableOn_tsum_of_summable_norm hgeo
    (fun n => (by fun_prop : DifferentiableOn ℂ
      (fun w : ℂ => ((PowerSeries.coeff n E : ℝ) : ℂ) * w ^ n) (Metric.ball 0 r)))
    Metric.isOpen_ball hbound
  obtain ⟨F, hF⟩ : ∃ F : ℂ → ℂ,
      F = fun w => ∑' n, ((PowerSeries.coeff n E : ℝ) : ℂ) * w ^ n := ⟨_, rfl⟩
  have hsolF : ∀ w ∈ Metric.ball (0 : ℂ) r, F w ^ 2 = Δ * F w + v ^ 2 * w ^ 2 := by
    intro w hw
    rw [hF]
    exact hsol w hw
  rw [← hF] at hdiff
  have hD := (hdiff.differentiableAt hball).hasDerivAt
  -- differentiate both sides of the secular equation at the exceptional point
  have d1 : HasDerivAt (fun w => F w ^ 2 - Δ * F w)
      (2 * F z * deriv F z - Δ * deriv F z) z :=
    ((hD.fun_pow 2).fun_sub (hD.const_mul (Δ : ℂ))).congr_deriv (by norm_num)
  have d2 : HasDerivAt (fun w : ℂ => (v : ℂ) ^ 2 * w ^ 2) ((v : ℂ) ^ 2 * (2 * z)) z :=
    ((hasDerivAt_pow 2 z).const_mul ((v : ℂ) ^ 2)).congr_deriv (by norm_num)
  have heq : (fun w => F w ^ 2 - Δ * F w) =ᶠ[𝓝 z] fun w : ℂ => (v : ℂ) ^ 2 * w ^ 2 := by
    filter_upwards [hball] with w hw
    linear_combination hsolF w hw
  have huniq := d1.unique (d2.congr_of_eventuallyEq heq)
  have hzero : 2 * F z - Δ = 0 := by
    have h2 : (2 * F z - Δ) ^ 2 = 0 := by
      linear_combination 4 * hsolF z (mem_ball_zero_iff.2 hzr)
        + (2 * v * z + I * Δ) * hz + (Δ : ℂ) ^ 2 * I_sq
    exact pow_eq_zero_iff (two_ne_zero) |>.1 h2
  exact mul_ne_zero hvc (mul_ne_zero I_ne_zero hΔc)
    (by linear_combination deriv F z * hzero - huniq - v * hz)
```

The equivalence joins the two cases. For real series `Summable` means absolute convergence, but unbounded terms also rule out conditional convergence in the usual order. The threshold 2|v| = Δ belongs to the convergent side. The criterion is for this two-state Hamiltonian, with the gap in the unperturbed part and a purely off-diagonal perturbation.

```lean
/-- For a positive gap, the perturbation series of the two-level problem converges at full coupling
if and only if twice the coupling strength does not exceed the gap. -/
theorem converges_iff {Δ v : ℝ} {E : PowerSeries ℝ} (hΔ : 0 < Δ)
    (hE : IsEnergySeries Δ v E) :
    Summable (fun n => PowerSeries.coeff n E) ↔ 2 * |v| ≤ Δ := by
  refine ⟨fun hs => ?_, fun hv => (hasSum_energy hΔ hv hE).summable⟩
  by_contra hv
  -- the terms of a convergent series are bounded
  obtain ⟨B, hB⟩ := hs.tendsto_atTop_zero.abs.bddAbove_range
  obtain ⟨n, hn⟩ := corrections_unbounded hΔ (not_le.1 hv) hE B
  exact absurd (hB (Set.mem_range_self n)) (not_le.2 hn)

end

end IntruderStateConvergence
```

```lean
#print axioms IntruderStateConvergence.exceptional_point
#print axioms IntruderStateConvergence.converges_iff
```

```
'IntruderStateConvergence.exceptional_point' depends on axioms: [propext, Classical.choice, Quot.sound]
'IntruderStateConvergence.converges_iff' depends on axioms: [propext, Classical.choice, Quot.sound]
```
